# The Sommerfeld factor x/(1 − e⁻ˣ) lies strictly between 1 + x/2 and 1 + x/2 + x²/12 for every real x ≠ 0

The Sommerfeld factor S(x) = x/(1 − e⁻ˣ) tells how a Coulomb force changes the probability density of two particles at contact, relative to free motion; x is positive for attraction and negative for repulsion. The lemma `sommerfeld_bounds` states that 1 + x/2 < S(x) < 1 + x/2 + x²/12 for every real x ≠ 0. It is a statement about this function alone, and the formula for S is taken as a definition, not derived from the Schrödinger equation. For positive argument the proof clears the denominator and gets the two inequalities by repeatedly inferring that a function is positive from its vanishing at zero and having a positive derivative. Negative x is then reduced to the positive case by the identity S(−x) = S(x) − x.

The first attempt, which Lean rejects:

```lean
import Mathlib

open Filter
open scoped Real Topology

namespace SommerfeldMatching

noncomputable section

/-- The Sommerfeld factor `x / (1 - exp (-x))`. -/
def sommerfeld (x : ℝ) : ℝ := x / (1 - Real.exp (-x))

/-- A quadratic times the exponential plus a quadratic is positive for `x > 0` if it vanishes
at zero and its derivative is positive for positive arguments. -/
theorem pos_of_deriv_pos (a b c d e g : ℝ) (h0 : a + d = 0)
    (h : ∀ y : ℝ, 0 < y → 0 < (b + 2 * c * y) * Real.exp y
      + (a + b * y + c * (y * y)) * Real.exp y + (e + 2 * g * y))
    (x : ℝ) (hx : 0 < x) :
    0 < (a + b * x + c * (x * x)) * Real.exp x + (d + e * x + g * (x * x)) := by
  have hp : ∀ a b c y : ℝ,
      HasDerivAt (fun y : ℝ => a + b * y + c * (y * y)) (b + 2 * c * y) y := by
    intro a b c y
    have h1 := (((hasDerivAt_id' y).const_mul b).const_add a).fun_add
      (((hasDerivAt_id' y).fun_mul (hasDerivAt_id' y)).const_mul c)
    exact h1.congr_deriv (by ring)
  have hd := fun y : ℝ =>
    ((hp a b c y).fun_mul (Real.hasDerivAt_exp y)).fun_add (hp d e g y)
  have hm : StrictMonoOn (fun y : ℝ => (a + b * y + c * (y * y)) * Real.exp y
      + (d + e * y + g * (y * y))) (Set.Ici 0) := by
    refine strictMonoOn_of_deriv_pos (convex_Ici 0)
      (fun y _ => (hd y).continuousAt.continuousWithinAt) (fun y hy => ?_)
    rw [interior_Ici] at hy
    rw [(hd y).deriv]
    exact h y hy
  have h1 := hm (Set.mem_Ici.2 le_rfl) (Set.mem_Ici.2 hx.le) hx
  have h2 : (a + b * 0 + c * (0 * 0)) * Real.exp 0 + (d + e * 0 + g * (0 * 0)) = 0 := by
    rw [Real.exp_zero]
    linear_combination h0
  exact lt_of_eq_of_lt h2.symm h1

/-- For `x ≠ 0`, the Sommerfeld factor at `-x` is its value at `x` minus `x`. -/
theorem sommerfeld_neg {x : ℝ} (hx : x ≠ 0) : sommerfeld (-x) = sommerfeld x - x := by
  have hu : 1 - Real.exp (-x) ≠ 0 := fun h =>
    hx (neg_eq_zero.1 ((Real.exp_eq_one_iff _).1 (by linarith)))
  have hw : 1 - Real.exp x ≠ 0 := fun h => hx ((Real.exp_eq_one_iff _).1 (by linarith))
  have huw : Real.exp (-x) * Real.exp x = 1 := by
    rw [← Real.exp_add, neg_add_cancel, Real.exp_zero]
  have h1 : x / (1 - Real.exp (-x)) - x = x * Real.exp (-x) / (1 - Real.exp (-x)) := by
    rw [eq_div_iff hu, sub_mul, div_mul_cancel₀ _ hu]
    ring
  unfold sommerfeld
  rw [h1, neg_neg, div_eq_div_iff hw hu]
  linear_combination x * huw

/-- For attraction and repulsion alike, the Sommerfeld factor exceeds `1 + x/2` by a positive
amount smaller than `x²/12`. -/
theorem sommerfeld_bounds {x : ℝ} (hx : x ≠ 0) :
    1 + x / 2 < sommerfeld x ∧ sommerfeld x < 1 + x / 2 + x ^ 2 / 12 := by
  have main : ∀ y : ℝ, 0 < y →
      1 + y / 2 < sommerfeld y ∧ sommerfeld y < 1 + y / 2 + y ^ 2 / 12 := by
    intro y hy
    -- lower bound: integrate `y exp y > 0` twice
    have l1 := pos_of_deriv_pos (-1) 1 0 1 0 0 (by norm_num)
      (fun z hz => by nlinarith [mul_pos hz (Real.exp_pos z)])
    have l2 := pos_of_deriv_pos (-2) 1 0 2 1 0 (by norm_num)
      (fun z hz => by nlinarith [l1 z hz]) y hy
    -- upper bound: integrate `y² exp y > 0` three times
    have u1 := pos_of_deriv_pos 2 (-2) 1 (-2) 0 0 (by norm_num)
      (fun z hz => by nlinarith [mul_pos (mul_pos hz hz) (Real.exp_pos z)])
    have u2 := pos_of_deriv_pos 6 (-4) 1 (-6) (-2) 0 (by norm_num)
      (fun z hz => by nlinarith [u1 z hz])
    have u3 := pos_of_deriv_pos 12 (-6) 1 (-12) (-6) (-1) (by norm_num)
      (fun z hz => by nlinarith [u2 z hz]) y hy
    have huw : Real.exp y * Real.exp (-y) = 1 := by
      rw [← Real.exp_add, add_neg_cancel, Real.exp_zero]
    have hD : 0 < 1 - Real.exp (-y) := by
      have : Real.exp (-y) < 1 := Real.exp_lt_one (by linarith)
      linarith
    have l3 : 0 < (y - 2) + (2 + y) * Real.exp (-y) := by
      refine lt_of_lt_of_eq (mul_pos l2 (Real.exp_pos (-y))) ?_
      linear_combination (y - 2) * huw
    have u4 : 0 < (12 - 6 * y + y ^ 2) - (12 + 6 * y + y ^ 2) * Real.exp (-y) := by
      refine lt_of_lt_of_eq (mul_pos u3 (Real.exp_pos (-y))) ?_
      linear_combination (12 - 6 * y + y ^ 2) * huw
    unfold sommerfeld
    rw [lt_div_iff₀ hD, div_lt_iff₀ hD]
    constructor <;> nlinarith
  rcases lt_or_gt_of_ne hx with h | h
  · have h1 := main (-x) (by linarith)
    rw [sommerfeld_neg hx] at h1
    constructor <;> nlinarith [h1.1, h1.2]
  · exact main x h

end

end SommerfeldMatching
```

Compiling this gives:

```
Main.lean:77:34: error(lean.unknownIdentifier): Unknown constant `Real.exp_lt_one`
```

Diagnosis. The message says that Lean knows no constant called `Real.exp_lt_one`. The name was called on to prove `Real.exp (-y) < 1` for positive `y`, which makes the denominator `1 - Real.exp (-y)` positive, so that the inequalities can be multiplied through by it. The fact is true, but there is no lemma of that name to supply it.

The repair uses `Real.exp_lt_one_iff`, which says that the exponential of a real number is less than 1 if and only if the number is negative. Since this is an equivalence, `.2` is needed to pick the direction from `-y < 0` to `Real.exp (-y) < 1`. The argument `(by linarith)` stays as it was and proves `-y < 0` from `hy : 0 < y`.

The mended proof, as a diff:

```diff
@@ -75,5 +75,5 @@
       rw [← Real.exp_add, add_neg_cancel, Real.exp_zero]
     have hD : 0 < 1 - Real.exp (-y) := by
-      have : Real.exp (-y) < 1 := Real.exp_lt_one (by linarith)
+      have : Real.exp (-y) < 1 := Real.exp_lt_one_iff.2 (by linarith)
       linarith
     have l3 : 0 < (y - 2) + (2 + y) * Real.exp (-y) := by
```
